# Zero-energy solutions that obey Euler's relation give exact trapped solutions spaced by two trap quanta

One way to test a discretised Hamiltonian is to apply it to a known exact solution ψ, subtract Eψ, and watch the residual shrink as the grid is refined. The identity below supplies ψ and E for particles in a harmonic trap that are otherwise free or subject to certain potentials that scale as the inverse square of length.

Let x₁, …, x_N be the coordinates, for instance of N particles on a line, in units where ħ, the mass and the trap frequency are 1. Write R = ∑ x_j² and Δ = ∑ ∂_j². On an open set U, let h be twice continuously differentiable and satisfy, for a real number s and a potential V,

∑ x_j ∂_j h = s h

−Δh/2 + V h = 0.

Then on U the function

ψ = (s + N/2 − R) h exp(−R/2)

satisfies

−Δψ/2 + (V + R/2) ψ = (s + N/2 + 2) ψ.

The first condition is Euler's relation: h scales as a power s of length. The second says that h solves the untrapped problem at zero energy, so that no energy sets a length scale. Together they force V, wherever h is nonzero, to vanish or to scale as the inverse square of length. Coulomb repulsion between the particles is therefore excluded.

## A test case with a singular potential

The choice h = R, s = 2, V = N/R satisfies both conditions away from the origin. For N = 1 the test function is

ψ = (5/2 − x²) x² exp(−x²/2)

with potential 1/x² + x²/2 and energy 9/2. If the residual at fixed points x ≠ 0 levels off well above rounding error as the grid is refined, there is a mistake to look for, for instance in the kinetic stencil, the potential, the units or the test function as entered.

The solution h exp(−R/2) has energy s + N/2, two below that of ψ. When both functions are nonzero bound states of the same Hamiltonian, the mean of R in a superposition of the two therefore oscillates at angular frequency 2, twice that of the trap. This is a breathing motion.

## From N coordinates to one radial equation

Let G be a function of R, with primes for derivatives in R. Since ∂_j R = 2x_j,

∂_j(G h) = 2x_j G′ h + G ∂_j h

∂_j²(G h) = 4x_j² G″ h + 2G′ h + 4x_j G′ ∂_j h + G ∂_j² h.

Summing over j gives

Δ(G h) = (4R G″ + 2N G′) h + 4G′ ∑ x_j ∂_j h + G Δh.

Set b = s + N/2. Euler's relation turns the sum into s h, and therefore

−Δ(G h)/2 + (V + R/2) G h = (−2R G″ − 2b G′ + R G/2) h + G (−Δh/2 + V h).

The last bracket is zero. Now take G = p exp(−R/2) with p a polynomial in R:

G′ = (p′ − p/2) exp(−R/2)

G″ = (p″ − p′ + p/4) exp(−R/2).

The terms in R p cancel, and the right-hand side becomes

{b p − 2[R p″ + (b − R) p′]} h exp(−R/2).

For p = 1 this is b times the function h exp(−R/2) itself. For p = b − R we have p′ = −1 and p″ = 0, so the brace equals b p + 2(b − R) = (b + 2) p, which is the identity.

Higher solutions come from the recursion

P₀ = 1, Pₙ₊₁ = R Pₙ′ + (b + n − R) Pₙ.

By induction these obey

R Pₙ″ + (b − R) Pₙ′ + n Pₙ = 0.

The case n = 0 is immediate. If the equation holds at n, differentiating the recursion and using it gives

Pₙ₊₁′ = (n + 1)(Pₙ′ − Pₙ).

Differentiate once more and insert both derivatives into the equation at n + 1. Its left side becomes n + 1 times the left side at n, which is zero. The brace for p = Pₙ is then (b + 2n) Pₙ, so the energies are b + 2n.

The same argument covers a trap of frequency ω > 0, a variant that the Lean code does not state: with potential V + ω²R/2, the function (b − ωR) h exp(−ωR/2) has energy ω(b + 2).

## The Lean statement and its proof

A configuration is a function `Fin N → ℝ`. `partialD` is the Fréchet derivative along a coordinate vector, `laplacian` sums its repeated application, and `sqRadius` is R. The structure `IsScalingZeroMode U V h s` collects the assumptions: U is open, h is C² there, and the two equations hold at every point of U. `breathing_mode` states the identity at each x in U; `breathing_ladder` states it for Pₙ₊₁, with energy s + N/2 + 2(n + 1).

```lean
import Mathlib

open Polynomial Filter Topology

namespace BreathingMode

noncomputable section

variable {N : ℕ}

/-- The partial derivative of `f` with respect to the coordinate `x_j`. -/
def partialD (j : Fin N) (f : (Fin N → ℝ) → ℝ) (x : Fin N → ℝ) : ℝ :=
  fderiv ℝ f x (Pi.single j 1)

/-- The Laplacian, the sum of the second partial derivatives. -/
def laplacian (f : (Fin N → ℝ) → ℝ) (x : Fin N → ℝ) : ℝ :=
  ∑ j, partialD j (partialD j f) x

/-- The Hamiltonian `-Δ/2 + V` acting on a wave function. -/
def hamiltonian (V f : (Fin N → ℝ) → ℝ) (x : Fin N → ℝ) : ℝ :=
  -(1 / 2) * laplacian f x + V x * f x

/-- The squared hyperradius `R = ∑ x_j²`. -/
def sqRadius (x : Fin N → ℝ) : ℝ := ∑ j, x j ^ 2

/-- On the open set `U`, the function `h` is twice continuously differentiable, obeys Euler's
relation with degree `s`, and solves the Schrödinger equation with potential `V` at zero energy. -/
structure IsScalingZeroMode (U : Set (Fin N → ℝ)) (V h : (Fin N → ℝ) → ℝ) (s : ℝ) : Prop where
  isOpen : IsOpen U
  smooth : ContDiffOn ℝ 2 h U
  euler : ∀ x ∈ U, ∑ j, x j * partialD j h x = s * h x
  zero_energy : ∀ x ∈ U, hamiltonian V h x = 0

/-- The breathing polynomials, generated from `1` by a first-order raising operator. -/
def breathingPoly (b : ℝ) : ℕ → ℝ[X]
  | 0 => 1
  | n + 1 => X * derivative (breathingPoly b n) + (C b + (n : ℝ[X]) - X) * breathingPoly b n

lemma hasFDerivAt_coord (j : Fin N) (x : Fin N → ℝ) :
    HasFDerivAt (fun y : Fin N → ℝ => y j)
      (ContinuousLinearMap.proj j : (Fin N → ℝ) →L[ℝ] ℝ) x :=
  hasFDerivAt_apply j x

lemma contDiff_sqRadius : ContDiff ℝ 2 (sqRadius : (Fin N → ℝ) → ℝ) := by
  unfold sqRadius
  fun_prop

/-- The gradient of the squared hyperradius is `2x`. -/
lemma partialD_sqRadius (j : Fin N) (x : Fin N → ℝ) : partialD j sqRadius x = 2 * x j := by
  have h : ∀ i ∈ (Finset.univ : Finset (Fin N)), HasFDerivAt (fun y : Fin N → ℝ => y i ^ 2)
      ((2 * x i) • (ContinuousLinearMap.proj i : (Fin N → ℝ) →L[ℝ] ℝ)) x := by
    intro i _
    have h0 : HasDerivAt (fun t : ℝ => t ^ 2) (2 * x i) (x i) := by
      simpa using hasDerivAt_pow 2 (x i)
    exact h0.comp_hasFDerivAt x (hasFDerivAt_coord i x)
  have e : HasFDerivAt sqRadius
      (∑ i, (2 * x i) • (ContinuousLinearMap.proj i : (Fin N → ℝ) →L[ℝ] ℝ)) x := by
    have := HasFDerivAt.fun_sum h
    exact this
  unfold partialD
  rw [e.fderiv]
  simp [Pi.single_apply]

lemma hasFDerivAt_radial_mul {G h : ℝ → ℝ} {f : (Fin N → ℝ) → ℝ} {x : Fin N → ℝ}
    (hG : HasDerivAt G (h (sqRadius x)) (sqRadius x)) (hf : DifferentiableAt ℝ f x) :
    HasFDerivAt (fun y => G (sqRadius y) * f y)
      (G (sqRadius x) • fderiv ℝ f x + f x • (h (sqRadius x) • fderiv ℝ sqRadius x)) x := by
  have hR : HasFDerivAt sqRadius (fderiv ℝ sqRadius x) x :=
    (contDiff_sqRadius.differentiable (by norm_num) x).hasFDerivAt
  have hc : HasFDerivAt (fun y => G (sqRadius y)) (h (sqRadius x) • fderiv ℝ sqRadius x) x :=
    hG.comp_hasFDerivAt x hR
  exact hc.mul hf.hasFDerivAt

lemma partialD_radial_mul (j : Fin N) {G h : ℝ → ℝ} {f : (Fin N → ℝ) → ℝ} {x : Fin N → ℝ}
    (hG : HasDerivAt G (h (sqRadius x)) (sqRadius x)) (hf : DifferentiableAt ℝ f x) :
    partialD j (fun y => G (sqRadius y) * f y) x
      = 2 * x j * h (sqRadius x) * f x + G (sqRadius x) * partialD j f x := by
  unfold partialD
  rw [(hasFDerivAt_radial_mul hG hf).fderiv]
  change G (sqRadius x) * partialD j f x + f x * (h (sqRadius x) * partialD j sqRadius x)
    = 2 * x j * h (sqRadius x) * f x + G (sqRadius x) * partialD j f x
  rw [partialD_sqRadius]
  ring

/-- The Laplacian of a radial profile `G(R)` times a function `h`, in terms of the derivatives
of `G`, the Euler derivative of `h` and the Laplacian of `h`. -/
theorem laplacian_radial_mul {U : Set (Fin N → ℝ)} {h : (Fin N → ℝ) → ℝ} (hU : IsOpen U)
    (hh : ContDiffOn ℝ 2 h U) {G G1 G2 : ℝ → ℝ} (h1 : ∀ r, HasDerivAt G (G1 r) r)
    (h2 : ∀ r, HasDerivAt G1 (G2 r) r) {x : Fin N → ℝ} (hx : x ∈ U) :
    laplacian (fun y => G (sqRadius y) * h y) x
      = (4 * sqRadius x * G2 (sqRadius x) + 2 * N * G1 (sqRadius x)) * h x
        + 4 * G1 (sqRadius x) * ∑ j, x j * partialD j h x + G (sqRadius x) * laplacian h x := by
  have hd : ∀ y ∈ U, DifferentiableAt ℝ h y := fun y hy =>
    (hh.contDiffAt (hU.mem_nhds hy)).differentiableAt (by norm_num)
  have key : ∀ j, partialD j (partialD j (fun y => G (sqRadius y) * h y)) x
      = 4 * G2 (sqRadius x) * h x * x j ^ 2 + 2 * G1 (sqRadius x) * h x
        + 4 * G1 (sqRadius x) * (x j * partialD j h x)
        + G (sqRadius x) * partialD j (partialD j h) x := by
    intro j
    -- the first derivative is known on a whole neighbourhood of x
    have hev : partialD j (fun y => G (sqRadius y) * h y) =ᶠ[𝓝 x] fun y =>
        G1 (sqRadius y) * (2 * y j * h y) + G (sqRadius y) * partialD j h y := by
      filter_upwards [hU.mem_nhds hx] with y hy
      rw [partialD_radial_mul j (h1 _) (hd y hy)]
      ring
    have hk : HasFDerivAt (fun y : Fin N → ℝ => 2 * y j * h y) ((2 * x j) • fderiv ℝ h x
        + h x • ((2 : ℝ) • (ContinuousLinearMap.proj j : (Fin N → ℝ) →L[ℝ] ℝ))) x :=
      ((hasFDerivAt_coord j x).const_mul 2).mul (hd x hx).hasFDerivAt
    have hkj : partialD j (fun y => 2 * y j * h y) x = 2 * h x + 2 * x j * partialD j h x := by
      unfold partialD
      rw [hk.fderiv]
      change 2 * x j * fderiv ℝ h x (Pi.single j 1)
        + h x * (2 * (Pi.single j (1 : ℝ) : Fin N → ℝ) j) = _
      rw [Pi.single_eq_same]
      ring
    have hp : DifferentiableAt ℝ (partialD j h) x :=
      (((hh.contDiffAt (hU.mem_nhds hx)).fderiv_right (m := 1)
        one_add_one_eq_two.le).differentiableAt (by norm_num)).clm_apply
        (differentiableAt_const _)
    have pA : partialD j (fun y => G1 (sqRadius y) * (2 * y j * h y)) x
        = 2 * x j * G2 (sqRadius x) * (2 * x j * h x)
          + G1 (sqRadius x) * partialD j (fun y => 2 * y j * h y) x :=
      partialD_radial_mul j (h2 _) hk.differentiableAt
    have pB := partialD_radial_mul j (h1 (sqRadius x)) hp
    have e : HasFDerivAt (fun y => G1 (sqRadius y) * (2 * y j * h y)
        + G (sqRadius y) * partialD j h y)
        (fderiv ℝ (fun y => G1 (sqRadius y) * (2 * y j * h y)) x
          + fderiv ℝ (fun y => G (sqRadius y) * partialD j h y) x) x :=
      (hasFDerivAt_radial_mul (h2 _) hk.differentiableAt).differentiableAt.hasFDerivAt.add
        (hasFDerivAt_radial_mul (h1 _) hp).differentiableAt.hasFDerivAt
    have hs : partialD j (partialD j (fun y => G (sqRadius y) * h y)) x
        = partialD j (fun y => G1 (sqRadius y) * (2 * y j * h y)) x
          + partialD j (fun y => G (sqRadius y) * partialD j h y) x :=
      congrArg (fun L : (Fin N → ℝ) →L[ℝ] ℝ => L (Pi.single j 1)) (hev.fderiv_eq.trans e.fderiv)
    rw [hs, pA, pB, hkj]
    ring
  have hR : ∑ j, x j ^ 2 = sqRadius x := rfl
  simp only [laplacian, key, Finset.sum_add_distrib, ← Finset.mul_sum, Finset.sum_const,
    Finset.card_univ, Fintype.card_fin, nsmul_eq_mul, hR]
  ring

lemma hasDerivAt_poly_gauss (q : ℝ[X]) (r : ℝ) :
    HasDerivAt (fun t => q.eval t * Real.exp (-t / 2))
      ((derivative q - C (1 / 2) * q).eval r * Real.exp (-r / 2)) r := by
  have h0 : HasDerivAt (fun t : ℝ => -t / 2) (-1 / 2) r := (hasDerivAt_id r).neg.div_const 2
  have e : HasDerivAt (fun t => q.eval t * Real.exp (-t / 2))
      ((derivative q).eval r * Real.exp (-r / 2)
        + q.eval r * (Real.exp (-r / 2) * (-1 / 2))) r := (q.hasDerivAt r).mul h0.exp
  refine e.congr_deriv ?_
  simp only [eval_sub, eval_mul, eval_C]
  ring

/-- In a harmonic trap, the Hamiltonian acts on `p(R) h exp(-R/2)` through a second-order
differential operator in the single variable `R`. -/
theorem hamiltonian_radial {U : Set (Fin N → ℝ)} {V h : (Fin N → ℝ) → ℝ} {s : ℝ}
    (hm : IsScalingZeroMode U V h s) (p : ℝ[X]) {x : Fin N → ℝ} (hx : x ∈ U) :
    hamiltonian (fun y => V y + sqRadius y / 2)
        (fun y => p.eval (sqRadius y) * h y * Real.exp (-sqRadius y / 2)) x
      = ((s + N / 2) * p.eval (sqRadius x)
          - 2 * (sqRadius x * (derivative (derivative p)).eval (sqRadius x)
            + (s + N / 2 - sqRadius x) * (derivative p).eval (sqRadius x)))
        * h x * Real.exp (-sqRadius x / 2) := by
  have hf : (fun y => p.eval (sqRadius y) * h y * Real.exp (-sqRadius y / 2))
      = fun y => p.eval (sqRadius y) * Real.exp (-sqRadius y / 2) * h y := by
    funext y
    ring
  have L := laplacian_radial_mul hm.isOpen hm.smooth (hasDerivAt_poly_gauss p)
    (hasDerivAt_poly_gauss (derivative p - C (1 / 2) * p)) hx
  simp only [derivative_sub, derivative_mul, derivative_C, eval_sub, eval_mul, eval_C,
    zero_mul, zero_add, hm.euler x hx] at L
  have hz := hm.zero_energy x hx
  simp only [hamiltonian] at hz ⊢
  rw [hf, L]
  linear_combination (p.eval (sqRadius x) * Real.exp (-sqRadius x / 2)) * hz

/-- Breathing mode: `(s + N/2 - R) h exp(-R/2)` solves the Schrödinger equation with potential
`V + R/2` at energy `s + N/2 + 2`. -/
theorem breathing_mode {U : Set (Fin N → ℝ)} {V h : (Fin N → ℝ) → ℝ} {s : ℝ}
    (hm : IsScalingZeroMode U V h s) {x : Fin N → ℝ} (hx : x ∈ U) :
    hamiltonian (fun y => V y + sqRadius y / 2)
        (fun y => (s + N / 2 - sqRadius y) * h y * Real.exp (-sqRadius y / 2)) x
      = (s + N / 2 + 2) * ((s + N / 2 - sqRadius x) * h x * Real.exp (-sqRadius x / 2)) := by
  have H := hamiltonian_radial hm (C (s + N / 2) - X) hx
  simp only [eval_sub, eval_C, eval_X, derivative_sub, derivative_C, derivative_X,
    derivative_zero, derivative_one, eval_zero, eval_one] at H
  rw [H]
  ring

/-- The breathing polynomials satisfy `X P'' + (b - X) P' + n P = 0`. -/
theorem breathingPoly_ode (b : ℝ) (n : ℕ) :
    X * derivative (derivative (breathingPoly b n))
      + (C b - X) * derivative (breathingPoly b n) + (n : ℝ[X]) * breathingPoly b n = 0 := by
  induction n with
  | zero => simp [breathingPoly]
  | succ n ih =>
    have hQ : breathingPoly b (n + 1) = X * derivative (breathingPoly b n)
        + (C b + (n : ℝ[X]) - X) * breathingPoly b n := rfl
    -- the equation at level n simplifies the derivative at level n + 1
    have hd : derivative (breathingPoly b (n + 1))
        = ((n : ℝ[X]) + 1) * (derivative (breathingPoly b n) - breathingPoly b n) := by
      rw [hQ]
      simp only [derivative_add, derivative_mul, derivative_sub, derivative_X, derivative_C,
        derivative_natCast]
      linear_combination ih
    have hdd : derivative (((n : ℝ[X]) + 1) * (derivative (breathingPoly b n) - breathingPoly b n))
        = ((n : ℝ[X]) + 1)
          * (derivative (derivative (breathingPoly b n)) - derivative (breathingPoly b n)) := by
      simp only [derivative_mul, derivative_add, derivative_natCast, derivative_one,
        derivative_sub]
      ring
    rw [hd, hdd, hQ]
    push_cast
    linear_combination ((n : ℝ[X]) + 1) * ih

/-- Breathing ladder: the function `P(R) h exp(-R/2)`, with `P` the breathing polynomial of index `n
+ 1` for the parameter `b = s + N/2`, solves the trapped Schrödinger equation at energy `s + N/2 +
2(n + 1)`. -/
theorem breathing_ladder {U : Set (Fin N → ℝ)} {V h : (Fin N → ℝ) → ℝ} {s : ℝ}
    (hm : IsScalingZeroMode U V h s) (n : ℕ) {x : Fin N → ℝ} (hx : x ∈ U) :
    hamiltonian (fun y => V y + sqRadius y / 2) (fun y =>
        (breathingPoly (s + N / 2) (n + 1)).eval (sqRadius y) * h y
          * Real.exp (-sqRadius y / 2)) x
      = (s + N / 2 + 2 * (n + 1)) * ((breathingPoly (s + N / 2) (n + 1)).eval (sqRadius x) * h x
          * Real.exp (-sqRadius x / 2)) := by
  have ode := congrArg (eval (sqRadius x)) (breathingPoly_ode (s + N / 2) (n + 1))
  simp only [eval_add, eval_mul, eval_sub, eval_X, eval_C, eval_natCast, eval_zero] at ode
  push_cast at ode
  rw [hamiltonian_radial hm _ hx]
  linear_combination (-2 * h x * Real.exp (-sqRadius x / 2)) * ode

/-- Away from the origin, `h = R` is a scaling zero mode of degree `2` for the inverse-square
potential `N/R`. -/
theorem isScalingZeroMode_witness :
    IsScalingZeroMode {x : Fin N → ℝ | 0 < sqRadius x} (fun x => N / sqRadius x) sqRadius 2 where
  isOpen := isOpen_lt continuous_const contDiff_sqRadius.continuous
  smooth := contDiff_sqRadius.contDiffOn
  euler := by
    intro x _
    simp only [partialD_sqRadius]
    unfold sqRadius
    rw [Finset.mul_sum]
    exact Finset.sum_congr rfl fun j _ => by ring
  zero_energy := by
    intro x hx
    have hx' : sqRadius x ≠ 0 := ne_of_gt hx
    have h2 : ∀ j : Fin N, partialD j (partialD j sqRadius) x = 2 := by
      intro j
      have hf : partialD j sqRadius = fun y : Fin N → ℝ => 2 * y j :=
        funext (partialD_sqRadius j)
      rw [hf]
      unfold partialD
      rw [((hasFDerivAt_coord j x).const_mul 2).fderiv]
      change 2 * (Pi.single j (1 : ℝ) : Fin N → ℝ) j = 2
      rw [Pi.single_eq_same, mul_one]
    simp only [hamiltonian, laplacian, h2, Finset.sum_const, Finset.card_univ, Fintype.card_fin,
      nsmul_eq_mul]
    rw [div_mul_cancel₀ _ hx']
    ring

end

end BreathingMode
```

```lean
#print axioms BreathingMode.breathing_mode
#print axioms BreathingMode.breathing_ladder
```

```
'BreathingMode.breathing_mode' depends on axioms: [propext, Classical.choice, Quot.sound]
'BreathingMode.breathing_ladder' depends on axioms: [propext, Classical.choice, Quot.sound]
```

`laplacian_radial_mul` is the product-rule calculation. A second derivative needs the first derivative on a whole neighbourhood of x, which openness of U supplies in `hev`. Openness also turns smoothness on U into differentiability at each of its points, in `hd` and `hp`. `hasDerivAt_poly_gauss` differentiates a polynomial times the Gaussian and is used twice, for G′ and G″. In `hamiltonian_radial`, the final `linear_combination` adds the multiple of the zero-energy equation that removes V and Δh. `breathing_mode` inserts p = b − R. `breathingPoly_ode` carries out the induction, and `breathing_ladder` evaluates its equation at R. `isScalingZeroMode_witness` verifies the example h = R.

## Local equations, not a spectrum

The theorems are exact pointwise equations on U, for any real s and any V that admits such an h. Existence of h is assumed, and h = 0 is allowed, in which case ψ = 0. A code should therefore check that its chosen h is nonzero.

Normalisability, boundary conditions at the edge of U and particle statistics are not addressed. They decide whether ψ is a bound state of the Hamiltonian that a code diagonalises. Nor do the theorems say that these solutions exhaust the spectrum, or bound the error of a grid or basis.
